# A Hermitian potential of a unitarily invariant energy commutes with the occupation matrix

In a DFT+U calculation, a localised shell of orbitals is described by a Hermitian occupation matrix $n$. A correction energy $E(n)$ is added to the density functional, and its derivative with respect to $n$ is a potential matrix $V$ acting on the same orbitals. The eigenvectors of $n$ are orbitals with definite occupations. Does the correction only shift these orbitals in energy, or can it also mix them?

Suppose that $E$ depends only on the eigenvalues of the occupation matrix: $E(UMU^\dagger)=E(M)$ for every unitary $U$ and Hermitian $M$. Suppose also that $E$ is differentiable at $n$ among Hermitian matrices, with derivative $h\mapsto\operatorname{Tr}(Vh)$ and $V$ Hermitian. Then $nV=Vn$, and $n$ and $V$ have a common orthonormal eigenbasis.

The invariance here is stronger than the term "rotationally invariant" often implies. A shell energy built from a spherically symmetric Coulomb tensor is unchanged by rotations of space, but in general not by every unitary on the shell. The simplified correction $\tfrac12 U_{\mathrm{eff}}\operatorname{Tr}(n-n^2)$ for one spin channel, with a fixed interaction parameter $U_{\mathrm{eff}}$, does have the full invariance. Its potential is $\tfrac12U_{\mathrm{eff}}(1-2n)$.

## Rotating the occupations along their commutator with the potential

Let $A$ be anti-Hermitian, $A^\dagger=-A$. Then $(e^{tA})^\dagger=e^{-tA}$ for real $t$, so $e^{tA}$ is unitary. The rotated matrix
$$\gamma(t)=e^{tA}\,n\,e^{-tA}$$
is Hermitian, starts at $\gamma(0)=n$ and has velocity $\gamma'(0)=An-nA$. By invariance $E(\gamma(t))=E(n)$ for all $t$, and the chain rule gives
$$0=\operatorname{Re}\operatorname{Tr}\big(V(An-nA)\big).$$

Now choose $A=nV-Vn$. It is an allowed generator, since $A^\dagger=Vn-nV=-A$. Cyclicity of the trace gives
$$\operatorname{Tr}(VAn)-\operatorname{Tr}(VnA)=\operatorname{Tr}\big((nV-Vn)A\big)=\operatorname{Tr}(AA)=-\operatorname{Tr}(A^\dagger A)=-\sum_{i,j}|A_{ij}|^2 .$$
The sum vanishes, so $A=0$ and $nV=Vn$.

If $nx=\nu x$, then $n(Vx)=V(nx)=\nu Vx$. So $V$ maps each eigenspace of $n$ into itself and can be diagonalised there. Collecting the resulting orthonormal bases gives the common eigenbasis. If $n$ is already diagonal with occupations $\nu_i$, the $(i,j)$ entry of $nV=Vn$ reads $(\nu_i-\nu_j)V_{ij}=0$, so $V_{ij}=0$ whenever $\nu_i\neq\nu_j$.

## Energy, invariance and potential in Lean

The number of orbitals is `d`, and `ᴴ` denotes the conjugate transpose $\dagger$.

```lean
import Mathlib

open Matrix
open scoped Matrix.Norms.Operator ComplexOrder

namespace InvariantPotential

noncomputable section

variable {d : ℕ}
```

The derivative is represented by a continuous real-linear functional.

```lean
/-- The real linear functional `h ↦ Re Tr(V h)` on complex matrices. -/
def tracePairing (V : Matrix (Fin d) (Fin d) ℂ) : Matrix (Fin d) (Fin d) ℂ →L[ℝ] ℝ where
  toFun h := (trace (V * h)).re
  map_add' x y := by simp [mul_add]
  map_smul' c x := by simp
  cont := Complex.continuous_re.comp (continuous_const.mul continuous_id).matrix_trace
```

The real part makes the functional real on all complex matrices. For Hermitian $V$ and $h$ the trace is already real, so nothing is lost. In components $\operatorname{Tr}(Vh)=\sum_{i,j}V_{ij}h_{ji}$, which fixes the index order: $V_{ij}$ multiplies the change of $n_{ji}$.

```lean
/-- The energy takes the same value on a Hermitian matrix and on all its unitary conjugates. -/
def IsRotationallyInvariant (E : Matrix (Fin d) (Fin d) ℂ → ℝ) : Prop :=
  ∀ U ∈ unitaryGroup (Fin d) ℂ, ∀ M : Matrix (Fin d) (Fin d) ℂ, M.IsHermitian →
    E (U * M * Uᴴ) = E M
```

The energy `E` is formally a function on all complex matrices, but invariance is required only on Hermitian ones. Despite its name, `IsRotationallyInvariant` refers to the full unitary group.

```lean
/-- `V` is a potential of `E` at `n`: within the Hermitian matrices, `E` is differentiable at `n`
with derivative `h ↦ Re Tr(V h)`. -/
def HasPotential (E : Matrix (Fin d) (Fin d) ℂ → ℝ) (n V : Matrix (Fin d) (Fin d) ℂ) : Prop :=
  HasFDerivWithinAt E (tracePairing V) {M | M.IsHermitian} n
```

`HasPotential` likewise uses only Hermitian matrices near `n`. Occupations are not restricted to lie between 0 and 1, so `E` must be differentiable among all nearby Hermitian matrices, even when an orbital is exactly full or empty.

The definition does not make `V` Hermitian, and the main theorems assume this separately. For $E=0$, every anti-Hermitian `V` satisfies `HasPotential`, whether or not it commutes with `n`.

## The orbit and its velocity

The first lemma shows that $e^{tA}$ is unitary with adjoint $e^{-tA}$. The exponents $tA$ and $-tA$ commute, so the product of the exponentials is $e^0=1$.

```lean
/-- An anti-Hermitian generator `A` produces unitary rotations `exp(tA)`, with adjoint
`exp(-tA)`. -/
theorem exp_unitary {A : Matrix (Fin d) (Fin d) ℂ} (hA : Aᴴ = -A) (t : ℝ) :
    NormedSpace.exp (t • A) ∈ unitaryGroup (Fin d) ℂ ∧
      (NormedSpace.exp (t • A))ᴴ = NormedSpace.exp (t • (-A)) := by
  have h2 : (NormedSpace.exp (t • A))ᴴ = NormedSpace.exp (t • (-A)) := by
    rw [← Matrix.exp_conjTranspose, conjTranspose_smul, hA, star_trivial]
  refine ⟨?_, h2⟩
  have hc : Commute (t • A) (t • (-A)) := by
    rw [smul_neg]
    exact (Commute.refl _).neg_right
  rw [mem_unitaryGroup_iff, star_eq_conjTranspose, h2, ← Matrix.exp_add_of_commute _ _ hc,
    smul_neg, add_neg_cancel, NormedSpace.exp_zero]
```

The second applies the product rule to $e^{tA}ne^{-tA}$ at $t=0$.

```lean
/-- The rotated matrix `exp(tA) n exp(-tA)` has velocity `A n - n A` at `t = 0`. -/
theorem orbit_velocity (A n : Matrix (Fin d) (Fin d) ℂ) :
    HasDerivAt (fun t : ℝ => NormedSpace.exp (t • A) * n * NormedSpace.exp (t • (-A)))
      (A * n - n * A) 0 := by
  have h1 := hasDerivAt_exp_smul_const A (0 : ℝ)
  have h2 := hasDerivAt_exp_smul_const (-A) (0 : ℝ)
  refine ((h1.mul_const n).mul h2).congr_deriv ?_
  simp only [zero_smul, NormedSpace.exp_zero]
  noncomm_ring
```

The chain rule then gives the stationarity condition.

```lean
/-- For a rotationally invariant energy with potential `V` at a Hermitian `n`, the first-order
energy change under an infinitesimal rotation with anti-Hermitian generator `A` vanishes. -/
theorem rotation_stationary {E : Matrix (Fin d) (Fin d) ℂ → ℝ}
    {n V A : Matrix (Fin d) (Fin d) ℂ} (hE : IsRotationallyInvariant E) (hn : n.IsHermitian)
    (hP : HasPotential E n V) (hA : Aᴴ = -A) :
    (trace (V * (A * n - n * A))).re = 0 := by
  let γ : ℝ → Matrix (Fin d) (Fin d) ℂ :=
    fun t => NormedSpace.exp (t • A) * n * NormedSpace.exp (t • (-A))
  have hγ (t : ℝ) : γ t = NormedSpace.exp (t • A) * n * (NormedSpace.exp (t • A))ᴴ := by
    rw [(exp_unitary hA t).2]
  have h0 : γ 0 = n := by simp [γ, NormedSpace.exp_zero]
  have hmap : Set.MapsTo γ Set.univ {M | M.IsHermitian} := by
    intro t _
    rw [hγ t]
    exact isHermitian_mul_mul_conjTranspose _ hn
  have hP' : HasFDerivWithinAt E (tracePairing V) {M | M.IsHermitian} (γ 0) := by
    rw [h0]
    exact hP
  -- chain rule along the orbit, on which the energy is constant
  have hd := hasDerivWithinAt_univ.1
    (hP'.comp_hasDerivWithinAt 0 (orbit_velocity A n).hasDerivWithinAt hmap)
  have hc : E ∘ γ = fun _ => E n := by
    funext t
    show E (γ t) = E n
    rw [hγ t]
    exact hE _ (exp_unitary hA t).1 n hn
  rw [hc] at hd
  exact hd.unique (hasDerivAt_const _ _)
```

## A derivative that sees only Hermitian matrices

The device behind this step is `HasFDerivWithinAt`, Mathlib's Fréchet derivative within a set. An ordinary derivative on complex matrices would also constrain `E` at non-Hermitian arguments, where an occupation energy has no physical meaning. The derivative within the Hermitian set compares `E n` only with values at Hermitian matrices.

The corresponding chain rule, `comp_hasDerivWithinAt`, needs a proof that the curve stays in the set. This is `hmap`: each $\gamma(t)$ has the form $UnU^\dagger$ and is therefore Hermitian. Since $t$ ranges over the whole real line, `hasDerivWithinAt_univ` turns the result into an ordinary derivative in $t$. The function $E\circ\gamma$ is constant, so its derivative is also zero, and `hd.unique` equates the two values.

## Commutation and the common eigenbasis

```lean
/-- A Hermitian potential of a rotationally invariant energy at a Hermitian occupation matrix
commutes with that occupation matrix. -/
theorem potential_commutes {E : Matrix (Fin d) (Fin d) ℂ → ℝ}
    {n V : Matrix (Fin d) (Fin d) ℂ} (hE : IsRotationallyInvariant E) (hn : n.IsHermitian)
    (hV : V.IsHermitian) (hP : HasPotential E n V) : n * V = V * n := by
  -- rotate with the commutator itself as generator
  obtain ⟨A, hAdef⟩ : ∃ A, A = n * V - V * n := ⟨_, rfl⟩
  have hA : Aᴴ = -A := by
    rw [hAdef, conjTranspose_sub, conjTranspose_mul, conjTranspose_mul, hn.eq, hV.eq, neg_sub]
  have h := rotation_stationary hE hn hP hA
  have ht : trace (V * (A * n - n * A)) = -trace (Aᴴ * A) := by
    have h1 : trace (V * (A * n)) = trace (n * V * A) := by
      rw [← mul_assoc V A n, trace_mul_comm (V * A) n, ← mul_assoc n V A]
    rw [mul_sub, trace_sub, h1, ← mul_assoc V n A, ← trace_sub, ← sub_mul, ← hAdef, hA,
      neg_mul, trace_neg, neg_neg]
  have hs : star (trace (Aᴴ * A)) = trace (Aᴴ * A) := by
    rw [← trace_conjTranspose, conjTranspose_mul, conjTranspose_conjTranspose]
  have him : (trace (Aᴴ * A)).im = 0 := Complex.conj_eq_iff_im.1 hs
  have hre : (trace (Aᴴ * A)).re = 0 := by
    rw [ht, Complex.neg_re] at h
    linarith
  have hz : A = 0 := trace_conjTranspose_mul_self_eq_zero_iff.1 (Complex.ext hre him)
  exact sub_eq_zero.1 (hAdef.symm.trans hz)
```

The matrix `A` is the commutator $nV-Vn$, and `hA` shows that it is anti-Hermitian. The identity `ht` is the cyclic-trace calculation above. Stationarity controls only a real part, so `him` separately shows that $\operatorname{Tr}(A^\dagger A)$ has no imaginary part. Mathlib's `trace_conjTranspose_mul_self_eq_zero_iff` then gives $A=0$.

The next theorem supplies an orthonormal basis `b` and real numbers `ν i` and `v i` with $nb_i=\nu_i b_i$ and $Vb_i=v_i b_i$. The suffix `.ofLp` extracts the coordinate vector from an element of Euclidean space.

```lean
/-- A Hermitian potential of a rotationally invariant energy at a Hermitian occupation matrix
shares with it an orthonormal eigenbasis, with real eigenvalues. -/
theorem common_eigenbasis {E : Matrix (Fin d) (Fin d) ℂ → ℝ}
    {n V : Matrix (Fin d) (Fin d) ℂ} (hE : IsRotationallyInvariant E) (hn : n.IsHermitian)
    (hV : V.IsHermitian) (hP : HasPotential E n V) :
    ∃ (b : OrthonormalBasis (Fin d) ℂ (EuclideanSpace ℂ (Fin d))) (ν v : Fin d → ℝ),
      ∀ i, n *ᵥ (b i).ofLp = (ν i : ℂ) • (b i).ofLp ∧
        V *ᵥ (b i).ofLp = (v i : ℂ) • (b i).ofLp := by
  classical
  let A : Module.End ℂ (EuclideanSpace ℂ (Fin d)) := toEuclideanLin n
  let B : Module.End ℂ (EuclideanSpace ℂ (Fin d)) := toEuclideanLin V
  have hA : A.IsSymmetric := isSymmetric_toEuclideanLin_iff.2 hn
  have hB : B.IsSymmetric := isSymmetric_toEuclideanLin_iff.2 hV
  have hAB : Commute A B := by
    refine LinearMap.ext fun x => WithLp.ofLp_injective 2 ?_
    show n *ᵥ (V *ᵥ x.ofLp) = V *ᵥ (n *ᵥ x.ofLp)
    rw [mulVec_mulVec, mulVec_mulVec, potential_commutes hE hn hV hP]
  -- the joint eigenspaces are orthogonal and span the whole space
  let W : A.Eigenvalues × B.Eigenvalues → Submodule ℂ (EuclideanSpace ℂ (Fin d)) :=
    fun p => Module.End.eigenspace A p.1.1 ⊓ Module.End.eigenspace B p.2.1
  have hO : OrthogonalFamily ℂ (fun p => W p) fun p => (W p).subtypeₗᵢ :=
    (hA.orthogonalFamily_eigenspace_inf_eigenspace hB).comp
      (f := fun p : A.Eigenvalues × B.Eigenvalues => ((p.2.1, p.1.1) : ℂ × ℂ))
      fun p q h => Prod.ext (Subtype.ext (congrArg Prod.snd h)) (Subtype.ext (congrArg Prod.fst h))
  have hT : (⨆ p, W p) = ⊤ := by
    refine top_le_iff.1 ((hA.directSum_isInternal_of_commute hB
      hAB).submodule_iSup_eq_top.symm.le.trans (iSup_le fun q x hx => ?_))
    by_cases h0 : x = 0
    · rw [h0]
      exact Submodule.zero_mem _
    · have h1 : A.HasEigenvalue q.2 := Module.End.hasEigenvalue_of_hasEigenvector ⟨hx.1, h0⟩
      have h2 : B.HasEigenvalue q.1 := Module.End.hasEigenvalue_of_hasEigenvector ⟨hx.2, h0⟩
      exact Submodule.mem_iSup_of_mem (p := W) (⟨q.2, h1⟩, ⟨q.1, h2⟩) hx
  have hW : DirectSum.IsInternal W := by
    rw [hO.isInternal_iff, hT, Submodule.top_orthogonal_eq_bot]
  have hd : Module.finrank ℂ (EuclideanSpace ℂ (Fin d)) = d := finrank_euclideanSpace_fin
  let b := hW.subordinateOrthonormalBasis hd hO
  have hb : ∀ i, ∃ p, b i ∈ W p :=
    fun i => ⟨_, hW.subordinateOrthonormalBasis_subordinate hd i hO⟩
  choose p hp using hb
  refine ⟨b, fun i => (p i).1.1.re, fun i => (p i).2.1.re, fun i => ⟨?_, ?_⟩⟩
  · rw [Complex.conj_eq_iff_re.1 (hA.conj_eigenvalue_eq_self (p i).1.2)]
    exact congrArg WithLp.ofLp (Module.End.mem_eigenspace_iff.1 (hp i).1)
  · rw [Complex.conj_eq_iff_re.1 (hB.conj_eigenvalue_eq_self (p i).2.2)]
    exact congrArg WithLp.ofLp (Module.End.mem_eigenspace_iff.1 (hp i).2)
```

Here the matrices become linear operators `A` and `B`, and `W` assigns to each pair of eigenvalues the intersection of the two eigenspaces. These intersections are orthogonal (`hO`) and together span the space (`hT`). An orthonormal basis can therefore be chosen with each vector inside one of them. Symmetry of the operators makes the eigenvalues real. The proof by hand diagonalises $V$ inside each eigenspace of $n$; the Lean proof works with the joint eigenspaces directly.

```lean
/-- If the occupation matrix is diagonal with real occupations `ν`, a Hermitian potential of a
rotationally invariant energy does not couple orbitals of different occupation. -/
theorem no_coupling {E : Matrix (Fin d) (Fin d) ℂ → ℝ} {V : Matrix (Fin d) (Fin d) ℂ}
    {ν : Fin d → ℝ} (hE : IsRotationallyInvariant E) (hV : V.IsHermitian)
    (hP : HasPotential E (diagonal fun i => (ν i : ℂ)) V) {i j : Fin d} (hij : ν i ≠ ν j) :
    V i j = 0 := by
  have hn : (diagonal fun i => (ν i : ℂ)).IsHermitian :=
    isHermitian_diagonal_of_self_adjoint _ (funext fun k => Complex.conj_ofReal (ν k))
  have h := congrFun (congrFun (potential_commutes hE hn hV hP) i) j
  rw [diagonal_mul, mul_diagonal] at h
  have h' : ((ν i : ℂ) - ν j) * V i j = 0 := by linear_combination h
  exact (mul_eq_zero.1 h').resolve_left (sub_ne_zero.2 (Complex.ofReal_injective.ne hij))
```

This is the entrywise form of commutation. It leaves open the entries between orbitals of equal occupation. The invariance fixes those too, although this is not formalised here. If $UnU^\dagger=n$, differentiating $E(UMU^\dagger)=E(M)$ at $M=n$ gives $U^\dagger VU=V$. Every unitary acting within one eigenspace of $n$ is such a $U$, so $V$ is a multiple of the identity on each eigenspace. The potential of a differentiable correction that depends on one finite occupation matrix and has the full unitary invariance therefore does not mix the eigenvectors of $n$. In a basis where $n$ is not diagonal, $V$ can have off-diagonal entries between orbitals with different diagonal entries of $n$.

The step from here to a calculation is the insertion of $V$ into the Kohn–Sham Hamiltonian through projectors onto the shell. The rest of that Hamiltonian can still mix these orbitals.

## A cubic energy and a fixed field

The cubic energy $\operatorname{Re}\operatorname{Tr}(M^3)$ is a mathematical example that satisfies all the hypotheses.

```lean
/-- The cubic energy `Re Tr(M³)`. -/
def cubicEnergy (M : Matrix (Fin d) (Fin d) ℂ) : ℝ := (trace (M * M * M)).re
```

In $UMU^\dagger UMU^\dagger UMU^\dagger$ the inner factors $U^\dagger U$ cancel, and cyclicity removes the outer pair. The product rule gives
$$\operatorname{Tr}(hnn+nhn+nnh)=3\operatorname{Tr}(n^2h),$$
so the potential is $3n^2$.

```lean
/-- The cubic energy is rotationally invariant, and at every Hermitian `n` it has the Hermitian
potential `3 n²`. -/
theorem cubicEnergy_witness :
    IsRotationallyInvariant (cubicEnergy (d := d)) ∧
      ∀ n : Matrix (Fin d) (Fin d) ℂ, n.IsHermitian →
        ((3 : ℂ) • (n * n)).IsHermitian ∧ HasPotential cubicEnergy n ((3 : ℂ) • (n * n)) := by
  refine ⟨fun U hU M _ => ?_, fun n hn => ⟨?_, ?_⟩⟩
  · have hU' : Uᴴ * U = 1 := mem_unitaryGroup_iff'.1 hU
    have h : U * M * Uᴴ * (U * M * Uᴴ) * (U * M * Uᴴ) = U * (M * M * M) * Uᴴ := by
      calc _ = U * M * (Uᴴ * U) * M * (Uᴴ * U) * M * Uᴴ := by simp only [mul_assoc]
        _ = _ := by rw [hU']; simp only [mul_one, mul_assoc]
    unfold cubicEnergy
    rw [h, trace_mul_comm, ← mul_assoc, hU', one_mul]
  · unfold Matrix.IsHermitian
    rw [conjTranspose_smul, conjTranspose_mul, hn.eq]
    simp
  · -- product rule, then cyclicity of the trace
    have h1 := hasFDerivAt_id (𝕜 := ℝ) n
    have h4 := (tracePairing 1).hasFDerivAt.comp n ((h1.mul' h1).mul' h1)
    have hf : cubicEnergy (d := d) = tracePairing 1 ∘ fun M => M * M * M := by
      funext M
      show (trace (M * M * M)).re = (trace (1 * (M * M * M))).re
      rw [one_mul]
    unfold HasPotential
    rw [hf]
    refine (h4.congr_fderiv (ContinuousLinearMap.ext fun h => ?_)).hasFDerivWithinAt
    have e1 : trace (n * h * n) = trace (n * n * h) := by
      rw [trace_mul_comm (n * h) n, ← mul_assoc]
    have e2 : trace (h * n * n) = trace (n * n * h) := by
      rw [mul_assoc, trace_mul_comm h (n * n)]
    have e : trace (1 * (n * n * h + (n * h + h * n) * n)) =
        trace ((3 : ℂ) • (n * n) * h) := by
      rw [one_mul, add_mul, trace_add, trace_add, e1, e2, smul_mul_assoc, trace_smul, smul_eq_mul]
      ring
    exact congrArg Complex.re e
```

In the proof, `h4` is the product rule, and `e1` and `e2` bring the three terms to the same form by cyclicity.

A fixed external field $F$ behaves differently. The energy $\operatorname{Re}\operatorname{Tr}(Fn)$ has potential $F$ at every $n$, however the occupied orbital is oriented. Take two orbitals, a field that couples them, and an occupation matrix with only the first orbital filled:
$$F=\begin{pmatrix}0&1\\1&0\end{pmatrix},\qquad n=\begin{pmatrix}1&0\\0&0\end{pmatrix}.$$
The upper-right entry is 1 in $nF$ and 0 in $Fn$. Every hypothesis of `potential_commutes` except invariance holds, and the conclusion fails.

```lean
/-- For the Hermitian matrices `F = !![0, 1; 1, 0]` and `n = !![1, 0; 0, 0]`, the energy
`M ↦ Re Tr(F M)` has the potential `F` at `n`, and `F` does not commute with `n`. -/
theorem fixed_field_not_commuting :
    let F : Matrix (Fin 2) (Fin 2) ℂ := !![0, 1; 1, 0]
    let n : Matrix (Fin 2) (Fin 2) ℂ := !![1, 0; 0, 0]
    F.IsHermitian ∧ n.IsHermitian ∧ HasPotential (tracePairing F) n F ∧ n * F ≠ F * n := by
  intro F n
  refine ⟨IsHermitian.ext fun i j => ?_, IsHermitian.ext fun i j => ?_,
    (tracePairing F).hasFDerivWithinAt, fun h => ?_⟩
  · fin_cases i <;> fin_cases j <;> simp [F]
  · fin_cases i <;> fin_cases j <;> simp [n]
  · have h01 := congrFun (congrFun h 0) 1
    simp [F, n, Matrix.mul_apply, Fin.sum_univ_two] at h01

end

end InvariantPotential
```

```lean
#print axioms InvariantPotential.potential_commutes
-- 'InvariantPotential.potential_commutes' depends on axioms: [propext, Classical.choice, Quot.sound]
#print axioms InvariantPotential.common_eigenbasis
-- 'InvariantPotential.common_eigenbasis' depends on axioms: [propext, Classical.choice, Quot.sound]
#print axioms InvariantPotential.no_coupling
-- 'InvariantPotential.no_coupling' depends on axioms: [propext, Classical.choice, Quot.sound]
#print axioms InvariantPotential.fixed_field_not_commuting
-- 'InvariantPotential.fixed_field_not_commuting' depends on axioms: [propext, Classical.choice, Quot.sound]
```
